# With periodic central differences on three or more points, the split advection matrix is antisymmetric for every velocity field, the advective one only for a constant one

Take a ring of three points with spacing $1/2$ and velocities $(1,0,0)$, and discretise $u_t=-a\,u_x$ with central differences. Starting from $u=(1,0,1)$, the scheme gives $\dot u_0=-(u_1-u_2)=1$, while $u_1$ and $u_2$ stay fixed. Hence $u_0=1+t$, and the sum of squares $(1+t)^2+1$ grows without bound.

Averaging the forms $a\,u_x$ and $(a\,u)_x$ removes this growth. For flow simulation, the problems below establish this for a single scalar in a prescribed velocity field, on a uniform one-dimensional periodic grid with continuous time. The averaged equation is $u_t+a\,u_x+\tfrac12a_xu=0$, which agrees with the original one only where $a_x=0$. The original equation does not conserve $\int u^2\,dx$ either: for smooth periodic $a$ and $u$ this integral changes at the rate $\int a_xu^2\,dx$, although $u$ stays bounded because it is constant along characteristics. The averaged form thus obtains conservation by changing the equation when $a$ is not constant.

## The ring and its three matrices

The sites are $i\in\mathbb Z/n$, written `ZMod n`, so neighbours are taken modulo $n$. With spacing $h$, the central difference is the matrix

$$D_{ij}=\frac{\delta_{j,i+1}-\delta_{j,i-1}}{2h}.$$

```lean
import Mathlib

open Matrix

namespace SplitFormAdvection

noncomputable section

/-- The central first difference with spacing `h` on a periodic grid of `n` points, as a matrix. -/
def centralDiff (n : ℕ) (h : ℝ) : Matrix (ZMod n) (ZMod n) ℝ :=
  Matrix.of fun i j => ((if j = i + 1 then 1 else 0) - (if j = i - 1 then 1 else 0)) / (2 * h)
```

A real velocity field $a$ gives the diagonal matrix $A=\mathrm{diag}(a)$. The advective matrix is $AD$. The assumption `NeZero n` keeps the ring finite.

```lean
/-- The advective form `diag(a) D` for the velocity field `a`. -/
def advective {n : ℕ} [NeZero n] (h : ℝ) (a : ZMod n → ℝ) : Matrix (ZMod n) (ZMod n) ℝ :=
  diagonal a * centralDiff n h
```

The split matrix is $S=AD+DA$, without the factor $\tfrac12$ of the average.

```lean
/-- The split form `diag(a) D + D diag(a)` for the velocity field `a`. -/
def splitForm {n : ℕ} [NeZero n] (h : ℝ) (a : ZMod n → ℝ) : Matrix (ZMod n) (ZMod n) ℝ :=
  diagonal a * centralDiff n h + centralDiff n h * diagonal a
```

## (a) Transposing the central difference

Show that
$$D^{T}=-D.$$

Exchanging the indices gives $D_{ji}=(\delta_{i,j+1}-\delta_{i,j-1})/(2h)$. Now $i=j+1$ means $j=i-1$, and $i=j-1$ means $j=i+1$. The two terms therefore trade places, and $D_{ji}=-D_{ij}$. These equivalences are `h1` and `h2`.

```lean
/-- The central-difference matrix is antisymmetric. -/
theorem centralDiff_transpose {n : ℕ} (h : ℝ) : (centralDiff n h)ᵀ = -centralDiff n h := by
  ext i j
  -- `i` is the right neighbour of `j` exactly when `j` is the left neighbour of `i`
  have h1 : i = j + 1 ↔ j = i - 1 :=
    ⟨fun e => by linear_combination (-1 : ZMod n) * e,
      fun e => by linear_combination (-1 : ZMod n) * e⟩
  have h2 : i = j - 1 ↔ j = i + 1 :=
    ⟨fun e => by linear_combination (-1 : ZMod n) * e,
      fun e => by linear_combination (-1 : ZMod n) * e⟩
  simp only [Matrix.transpose_apply, Matrix.neg_apply, centralDiff, Matrix.of_apply, h1, h2]
  ring
```

## (b) The entry towards the right neighbour

Show that for $n\ge3$
$$D_{i,i+1}=\frac1{2h}.$$

The first delta equals 1. The second contributes only if $i+1=i-1$, that is, if $2=0$ modulo $n$. Then $n$ would divide 2, which is impossible for $n\ge3$; this is `two_ne`.

```lean
/-- On three or more sites, the matrix element of the central difference between a site and its
right neighbour is `1 / (2h)`. -/
theorem centralDiff_right {n : ℕ} (hn : 3 ≤ n) (h : ℝ) (i : ZMod n) :
    centralDiff n h i (i + 1) = 1 / (2 * h) := by
  have two_ne : (2 : ZMod n) ≠ 0 := by
    intro e
    have e' : ((2 : ℕ) : ZMod n) = 0 := by exact_mod_cast e
    have hd := (CharP.cast_eq_zero_iff (ZMod n) n 2).1 e'
    have := Nat.le_of_dvd (by norm_num) hd
    omega
  have hne : i + 1 ≠ i - 1 := fun e => two_ne (by linear_combination e)
  unfold centralDiff
  rw [Matrix.of_apply, if_pos rfl, if_neg hne, sub_zero]
```

## (c) The action on a grid function

Show that $D$ is the usual difference quotient:
$$(Du)_i=\frac{u_{i+1}-u_{i-1}}{2h}.$$

In $\sum_jD_{ij}u_j$ each delta selects one term. Lean writes the matrix-vector product as `*ᵥ`; `key` splits the summand into its two deltas before summing.

```lean
variable {n : ℕ} [NeZero n]

/-- The matrix acts on a grid function as `(u(i+1) - u(i-1)) / (2h)`. -/
theorem centralDiff_mulVec (h : ℝ) (u : ZMod n → ℝ) (i : ZMod n) :
    (centralDiff n h *ᵥ u) i = (u (i + 1) - u (i - 1)) / (2 * h) := by
  have key : ∀ j, centralDiff n h i j * u j =
      (if j = i + 1 then u j / (2 * h) else 0) - (if j = i - 1 then u j / (2 * h) else 0) := by
    intro j
    simp only [centralDiff, Matrix.of_apply]
    split_ifs <;> ring
  simp only [Matrix.mulVec, dotProduct, key]
  rw [Finset.sum_sub_distrib]
  simp only [Finset.sum_ite_eq', Finset.mem_univ, if_true]
  ring
```

## (d) The split matrix

Show that for every $a$
$$S^{T}=-S.$$

Transposition reverses products and leaves $A$ unchanged, so by (a)
$$(AD+DA)^T=D^TA+AD^T=-DA-AD.$$
The last rearrangement is left to `noncomm_ring`, which does not commute $A$ with $D$.

```lean
/-- The split form is antisymmetric for every velocity field. -/
theorem splitForm_antisymm (h : ℝ) (a : ZMod n → ℝ) : (splitForm h a)ᵀ = -splitForm h a := by
  simp only [splitForm, Matrix.transpose_add, Matrix.transpose_mul, Matrix.diagonal_transpose,
    centralDiff_transpose]
  noncomm_ring
```

## (e) The advective matrix

Show that for $n\ge3$ and $h>0$
$$(AD)^T=-AD\iff a_i=c\ \text{ for all } i\text{, with some constant } c.$$

Since $(AD)_{ij}=a_iD_{ij}$, antisymmetry at the entry $(i,i+1)$ reads $a_{i+1}D_{i+1,i}=-a_iD_{i,i+1}$. By (a) and (b) this is $-a_{i+1}/(2h)=-a_i/(2h)$, so $a_{i+1}=a_i$ (`step`). Induction from site 0 reaches every site (`walk`). Conversely, constant $a$ gives $AD=cD$, which is antisymmetric by (a).

In the smallest case, $n=3$,
$$AD=\frac1{2h}\begin{pmatrix}0&a_0&-a_0\\-a_1&0&a_1\\a_2&-a_2&0\end{pmatrix},$$
and antisymmetry visibly requires $a_0=a_1=a_2$.

```lean
/-- On three or more sites, the advective form is antisymmetric if and only if the velocity field
is constant. -/
theorem advective_antisymm_iff (hn : 3 ≤ n) {h : ℝ} (hh : 0 < h) (a : ZMod n → ℝ) :
    (advective h a)ᵀ = -advective h a ↔ ∃ c, ∀ i, a i = c := by
  have t : ∀ i j, centralDiff n h j i = -centralDiff n h i j := fun i j =>
    congrFun (congrFun (centralDiff_transpose (n := n) h) i) j
  constructor
  · intro H
    -- compare the two matrix elements on the bond between `i` and `i + 1`
    have step : ∀ i, a (i + 1) = a i := by
      intro i
      have e := congrFun (congrFun H i) (i + 1)
      simp only [advective, Matrix.transpose_apply, Matrix.neg_apply, Matrix.diagonal_mul] at e
      rw [t i (i + 1), centralDiff_right hn] at e
      have hp : 1 / (2 * h) ≠ 0 := by positivity
      apply mul_right_cancel₀ hp
      linear_combination (-1 : ℝ) * e
    -- walk round the ring from site 0
    have walk : ∀ k : ℕ, a (k : ZMod n) = a 0 := by
      intro k
      induction k with
      | zero => simp
      | succ k ih => rw [Nat.cast_add, Nat.cast_one, step, ih]
    refine ⟨a 0, fun i => ?_⟩
    have w := walk i.val
    rwa [ZMod.natCast_zmod_val] at w
  · rintro ⟨c, hc⟩
    ext i j
    simp only [advective, Matrix.transpose_apply, Matrix.neg_apply, Matrix.diagonal_mul, hc]
    linear_combination c * t i j
```

## (f) Antisymmetry as a vanishing quadratic form

Show that for a real matrix $M$ on the ring
$$M^T=-M\iff u^TMu=0\ \text{ for all }u.$$

A number equals its transpose, so $u^TMu=u^TM^Tu$. If $M^T=-M$, this equals $-u^TMu$ and must vanish. Conversely, let $e_i$ be the function that is 1 at site $i$ and 0 elsewhere, `Pi.single i 1` in Lean. Inserting $e_i$ and $e_j$ gives $M_{ii}=M_{jj}=0$. Inserting $e_i+e_j$ gives $M_{ii}+M_{ij}+M_{ji}+M_{jj}=0$, hence $M_{ji}=-M_{ij}$.

```lean
/-- A real matrix on the grid is antisymmetric if and only if its quadratic form vanishes on every
grid function. -/
theorem antisymm_iff_quadratic_zero (M : Matrix (ZMod n) (ZMod n) ℝ) :
    Mᵀ = -M ↔ ∀ u : ZMod n → ℝ, u ⬝ᵥ (M *ᵥ u) = 0 := by
  constructor
  · intro H u
    have e : u ⬝ᵥ (Mᵀ *ᵥ u) = u ⬝ᵥ (M *ᵥ u) := by
      rw [Matrix.mulVec_transpose, dotProduct_comm, ← Matrix.dotProduct_mulVec]
    rw [H, Matrix.neg_mulVec, dotProduct_neg] at e
    linarith
  · intro H
    have key : ∀ i j, (Pi.single i 1 : ZMod n → ℝ) ⬝ᵥ (M *ᵥ (Pi.single j 1 : ZMod n → ℝ))
        = M i j := by
      intro i j
      simp
    ext i j
    -- polarisation with functions supported on one and two sites
    have e1 := H (Pi.single i 1)
    have e2 := H (Pi.single j 1)
    have e3 := H (Pi.single i 1 + Pi.single j 1)
    simp only [Matrix.mulVec_add, add_dotProduct, dotProduct_add, key] at e1 e2 e3
    rw [Matrix.transpose_apply, Matrix.neg_apply]
    linarith
```

## (g) Production, bond by bond

Show that
$$u^TADu=\frac1{2h}\sum_i(a_i-a_{i+1})\,u_iu_{i+1}.$$

By (c) the left side is $\frac1{2h}\sum_ia_iu_i(u_{i+1}-u_{i-1})$. Shifting the index in the second part gives
$$\sum_ia_iu_iu_{i-1}=\sum_ia_{i+1}u_{i+1}u_i,$$
and subtraction yields the result. The shift is `Equiv.addRight`, a relabelling of the ring.

For the three-point example at $t=0$ the form equals $-1$. Under $\dot u=-ADu$ the sum of squares changes at the rate $-2u^TADu$, called its production here; in the example it equals $2$ at $t=0$, the slope of $(1+t)^2+1$.

```lean
/-- The quadratic form of the advective matrix is a sum over bonds, each weighted by the velocity
difference across the bond. -/
theorem advective_quadratic (h : ℝ) (a u : ZMod n → ℝ) :
    u ⬝ᵥ (advective h a *ᵥ u) =
      (∑ i, (a i - a (i + 1)) * u i * u (i + 1)) / (2 * h) := by
  -- summation by parts: shift the index by one site
  have s := Equiv.sum_comp (Equiv.addRight (1 : ZMod n)) (fun i => a i * u i * u (i - 1))
  simp only [Equiv.coe_addRight, add_sub_cancel_right] at s
  unfold advective
  rw [← Matrix.mulVec_mulVec]
  simp only [dotProduct, Matrix.mulVec_diagonal, centralDiff_mulVec]
  calc _ = (∑ i, a i * u i * u (i + 1) - ∑ i, a i * u i * u (i - 1)) / (2 * h) := by
        rw [← Finset.sum_sub_distrib, Finset.sum_div]
        exact Finset.sum_congr rfl fun i _ => by ring
    _ = _ := by
        rw [← s, ← Finset.sum_sub_distrib]
        congr 1
        exact Finset.sum_congr rfl fun i _ => by ring
```

## (h) When production vanishes for every state

Show that for $n\ge3$ and $h>0$
$$u^TADu=0\ \text{ for all }u\iff a\ \text{is constant}.$$

Apply (f) to $M=AD$, then (e). The Lean proof chains the same two equivalences.

```lean
/-- On three or more sites, the quadratic form of the advective matrix vanishes on all grid
functions if and only if the velocity field is constant. -/
theorem advective_quadratic_zero_iff (hn : 3 ≤ n) {h : ℝ} (hh : 0 < h) (a : ZMod n → ℝ) :
    (∀ u : ZMod n → ℝ, u ⬝ᵥ (advective h a *ᵥ u) = 0) ↔ ∃ c, ∀ i, a i = c :=
  (antisymm_iff_quadratic_zero _).symm.trans (advective_antisymm_iff hn hh a)
```

## (i) Conservation by the split equation

Let $u$ solve $\dot u=-\tfrac12S(t)u$, where $S(t)$ is built from a velocity field that may depend on time. Show that
$$\sum_iu_i(t)^2=\sum_iu_i(0)^2.$$

By the product rule, then (d) and (f),
$$\frac{d}{dt}\sum_iu_i^2=2\sum_iu_i\dot u_i=-u^TS(t)u=0.$$
A function whose derivative vanishes everywhere is constant. The hypothesis `hu` says that $u$ satisfies the equation at every real time. The existence of such a solution is assumed, and the error of a time-stepping method is not treated.

```lean
/-- Every solution of `u' = -(1/2) (diag(a) D + D diag(a)) u` keeps its sum of squares for all
times, also when the velocity field depends on time. -/
theorem splitForm_conserves (h : ℝ) (a u : ℝ → ZMod n → ℝ)
    (hu : ∀ t, HasDerivAt u ((-(1 / 2) : ℝ) • (splitForm h (a t) *ᵥ u t)) t) (t : ℝ) :
    ∑ i, u t i * u t i = ∑ i, u 0 i * u 0 i := by
  have hd : ∀ t, HasDerivAt (fun s => ∑ i, u s i * u s i) 0 t := by
    intro t
    have c := hasDerivAt_pi.1 (hu t)
    refine (HasDerivAt.fun_sum fun i _ => (c i).fun_mul (c i)).congr_deriv ?_
    -- the rate of change is minus the quadratic form of an antisymmetric matrix
    have z := (antisymm_iff_quadratic_zero _).1 (splitForm_antisymm h (a t)) (u t)
    rw [← neg_zero, ← z, dotProduct, ← Finset.sum_neg_distrib]
    refine Finset.sum_congr rfl fun i _ => ?_
    simp only [Pi.smul_apply, smul_eq_mul]
    ring
  exact is_const_of_deriv_eq_zero (fun s => (hd s).differentiableAt) (fun s => (hd s).deriv) t 0
```

## (j) Two sites

Show that for $n=2$ and every $a$
$$(AD)^T=-AD.$$

On two sites $i+1=i-1$, so the deltas cancel and $D=0$. Thus $a=(0,1)$ is not constant, yet its advective matrix is antisymmetric: the equivalence in (e) fails for $n=2$. Lean checks the coincidence of the neighbours by `decide`.

```lean
/-- On two sites the advective form is antisymmetric for every velocity field. -/
theorem advective_antisymm_two_sites (h : ℝ) (a : ZMod 2 → ℝ) :
    (advective h a)ᵀ = -advective h a := by
  -- both neighbours coincide, so the central difference vanishes
  have e : ∀ i : ZMod 2, i + 1 = i - 1 := by decide
  have z : centralDiff 2 h = 0 := by
    ext i j
    simp only [centralDiff, Matrix.of_apply, e, sub_self, zero_div, Matrix.zero_apply]
  simp [advective, z]

end

end SplitFormAdvection
```

```lean
#print axioms SplitFormAdvection.advective_antisymm_iff
#print axioms SplitFormAdvection.advective_quadratic_zero_iff
#print axioms SplitFormAdvection.splitForm_conserves
#print axioms SplitFormAdvection.advective_antisymm_two_sites
```

```
'SplitFormAdvection.advective_antisymm_iff' depends on axioms: [propext, Classical.choice, Quot.sound]
'SplitFormAdvection.advective_quadratic_zero_iff' depends on axioms: [propext, Classical.choice, Quot.sound]
'SplitFormAdvection.splitForm_conserves' depends on axioms: [propext, Classical.choice, Quot.sound]
'SplitFormAdvection.advective_antisymm_two_sites' depends on axioms: [propext, Classical.choice, Quot.sound]
```
